# Kramers–Kronig relations for a finite Lehmann sum with Lorentzian broadening

Take one level at energy $0$ with broadening $1$. Its spectral function is $A(x)=\frac{1}{\pi(x^2+1)}$. The principal value of $\int A(x)/(w-x)\,dx$ at $w=1$ pairs the points $1-s$ and $1+s$ on either side of the singularity:

$$\int_0^\infty \frac{A(1-s)-A(1+s)}{s}\,ds=\frac1\pi\int_0^\infty\frac{4}{s^4+4}\,ds .$$

The factor $1/s$ has cancelled. Since $s^4+4=((s+1)^2+1)((s-1)^2+1)$, partial fractions give

$$\frac{4}{s^4+4}=\frac12\left[\frac{s+1}{(s+1)^2+1}-\frac{s-1}{(s-1)^2+1}\right]+\frac12\left[\frac{1}{(s+1)^2+1}+\frac{1}{(s-1)^2+1}\right].$$

The first bracket integrates to $0$ and the second to $\pi$. The principal value is therefore $\frac12$, which is $\mathrm{Re}\,\frac{1}{1+i}$. The same two brackets, with general parameters, settle every case below.

```lean
import Mathlib

open MeasureTheory Set Filter
open scoped Real Topology

namespace KramersKronigLehmann

noncomputable section
```

## Two profiles and a folded integral

For broadening $\eta$, the absorptive profile is $\eta/(x^2+\eta^2)$.

```lean
/-- The absorptive profile `η / (x² + η²)` of a broadened level, for `η ≠ 0`. -/
def absorb (η x : ℝ) : ℝ := η / (x ^ 2 + η ^ 2)
```

The dispersive profile is $x/(x^2+\eta^2)$.

```lean
/-- The dispersive profile `x / (x² + η²)` of a broadened level, for `η ≠ 0`. -/
def disp (η x : ℝ) : ℝ := x / (x ^ 2 + η ^ 2)
```

Let $f$ be a function for which $f(x)/(w-x)$ is integrable outside every interval $|x-w|<\delta$. Cut out such an interval and substitute $x=w\mp s$ on the two sides. The remaining integral of $f(x)/(w-x)$ becomes $\int_\delta^\infty (f(w-s)-f(w+s))/s\,ds$. `HasPV f w v` takes the folded integral over all $s>0$ as its definition: the integrand is absolutely integrable and the integral equals $v$. Lean gives a non-integrable function the integral $0$, so the first condition is what gives the second its meaning.

```lean
/-- The principal-value integral of `f x / (w - x)`, folded about `w` into an integral over
`s > 0`, converges absolutely and has the value `v`. -/
def HasPV (f : ℝ → ℝ) (w v : ℝ) : Prop :=
  IntegrableOn (fun s => (f (w - s) - f (w + s)) / s) (Ioi 0) ∧
    ∫ s in Ioi (0 : ℝ), (f (w - s) - f (w + s)) / s = v
```

The Green's function has finitely many real levels $e_k$ and real weights $a_k$, which may have either sign:

$$G(z)=\sum_k \frac{a_k}{z-e_k}.$$

```lean
/-- The Green's function in Lehmann form, with weights `a k` and poles at the energies `e k`;
its domain is every `z` different from all `e k`. -/
def greens {ι : Type*} [Fintype ι] (a e : ι → ℝ) (z : ℂ) : ℂ :=
  ∑ k, (a k : ℂ) * (z - (e k : ℂ))⁻¹
```

Its broadened spectral function is $A(x)=-\frac1\pi\,\mathrm{Im}\,G(x+i\eta)$, with the same $\eta$ for every level.

```lean
/-- The broadened spectral function `-(1/π) Im G(x + iη)`, for `η ≠ 0`. -/
def spectral {ι : Type*} [Fintype ι] (a e : ι → ℝ) (η x : ℝ) : ℝ :=
  -(1 / π) * (greens a e (x + η * Complex.I)).im
```

## Primitives of the profiles

Let $\eta>0$ and let $u$ be a real shift. By the chain rule,

$$\frac{d}{ds}\arctan\frac{s+u}{\eta}=\frac{1/\eta}{1+(s+u)^2/\eta^2}=\frac{\eta}{(s+u)^2+\eta^2},$$

and the arctangent tends to $\pi/2$ as $s\to\infty$.

```lean
/-- The arctangent is a primitive of the absorptive profile, and it tends to `π/2`. -/
theorem absorb_primitive {η : ℝ} (hη : 0 < η) (u : ℝ) :
    (∀ s, HasDerivAt (fun s => Real.arctan ((s + u) / η)) (absorb η (s + u)) s) ∧
      Tendsto (fun s => Real.arctan ((s + u) / η)) atTop (𝓝 (π / 2)) := by
  refine ⟨fun s => ?_, ?_⟩
  · refine (((hasDerivAt_id' s).add_const u).div_const η).arctan.congr_deriv ?_
    change 1 / (1 + ((s + u) / η) ^ 2) * (1 / η) = η / ((s + u) ^ 2 + η ^ 2)
    rw [div_mul_div_comm, div_eq_div_iff (by positivity) (by positivity)]
    have ht : (s + u) / η * η = s + u := div_mul_cancel₀ _ hη.ne'
    generalize (s + u) / η = t at ht ⊢
    rw [← ht]
    ring
  · exact (tendsto_nhds_of_tendsto_nhdsWithin Real.tendsto_arctan_atTop).comp
      ((tendsto_atTop_add_const_right atTop u tendsto_id).atTop_div_const hη)
```

The dispersive profile has the primitive $\frac12\log((s+u)^2+\eta^2)$. This diverges, but only as $\log s$:

$$\tfrac12\log\big((s+u)^2+\eta^2\big)-\log s=\tfrac12\log\Big[\Big(1+\frac us\Big)^2+\Big(\frac{\eta}{s}\Big)^2\Big]\to0 .$$

The proof takes the limit of the right-hand side and then identifies it with the left for $s>0$.

```lean
/-- Half the logarithm of `(s + u)² + η²` is a primitive of the dispersive profile, and it
grows like `log s`. -/
theorem disp_primitive {η : ℝ} (hη : 0 < η) (u : ℝ) :
    (∀ s, HasDerivAt (fun s => Real.log ((s + u) ^ 2 + η ^ 2) / 2) (disp η (s + u)) s) ∧
      Tendsto (fun s => Real.log ((s + u) ^ 2 + η ^ 2) / 2 - Real.log s) atTop (𝓝 0) := by
  refine ⟨fun s => ?_, ?_⟩
  · have h0 : (s + u) ^ 2 + η ^ 2 ≠ 0 := by positivity
    refine ((((((hasDerivAt_id' s).add_const u).fun_pow 2).add_const (η ^ 2)).log
      h0).div_const 2).congr_deriv ?_
    change ((2 : ℕ) : ℝ) * (s + u) ^ 1 * 1 / ((s + u) ^ 2 + η ^ 2) / 2
      = (s + u) / ((s + u) ^ 2 + η ^ 2)
    push_cast
    ring
  · have h : Tendsto (fun s : ℝ => (1 + u * s⁻¹) ^ 2 + (η * s⁻¹) ^ 2) atTop
        (𝓝 ((1 + u * 0) ^ 2 + (η * 0) ^ 2)) :=
      ((tendsto_const_nhds.add (tendsto_inv_atTop_zero.const_mul u)).pow 2).add
        ((tendsto_inv_atTop_zero.const_mul η).pow 2)
    have h2 := (h.log (by norm_num)).div_const 2
    rw [show Real.log ((1 + u * 0) ^ 2 + (η * 0) ^ 2) / 2 = 0 by simp] at h2
    refine h2.congr' ?_
    filter_upwards [eventually_gt_atTop (0 : ℝ)] with s hs
    have aux : ∀ t : ℝ, s * t = 1 →
        ((1 + u * t) ^ 2 + (η * t) ^ 2) * s ^ 2 = (s + u) ^ 2 + η ^ 2 := fun t ht => by
      linear_combination (u * (2 * s + u + u * s * t) + η ^ 2 * (s * t + 1)) * ht
    have hX : (1 + u * s⁻¹) ^ 2 + (η * s⁻¹) ^ 2 = ((s + u) ^ 2 + η ^ 2) / s ^ 2 := by
      rw [eq_div_iff (by positivity)]
      exact aux _ (mul_inv_cancel₀ hs.ne')
    rw [hX, Real.log_div (by positivity) (by positivity), Real.log_pow]
    push_cast
    ring
```

## The two kernels

Write $D=(s+u)^2+\eta^2$ and $E=(s-u)^2+\eta^2$. The absorptive kernel is $K_a=\eta/D+\eta/E$. Its primitive tends to $\frac\pi2+\frac\pi2$ and starts at $\arctan\frac u\eta+\arctan\frac{-u}\eta=0$, so the integral is $\pi$. Integrability follows because $K_a\ge0$ and the primitive has a finite limit, which is the content of `integrableOn_Ioi_deriv_of_nonneg'`.

```lean
/-- The two absorptive profiles centred at `±u` together have integral `π` over `s > 0`. -/
theorem absorb_integral {η : ℝ} (hη : 0 < η) (u : ℝ) :
    IntegrableOn (fun s => absorb η (s + u) + absorb η (s + -u)) (Ioi 0) ∧
      ∫ s in Ioi (0 : ℝ), (absorb η (s + u) + absorb η (s + -u)) = π := by
  have hd := fun s (_ : s ∈ Ici (0 : ℝ)) =>
    ((absorb_primitive hη u).1 s).fun_add ((absorb_primitive hη (-u)).1 s)
  have ht := (absorb_primitive hη u).2.add (absorb_primitive hη (-u)).2
  have hp : ∀ s ∈ Ioi (0 : ℝ), 0 ≤ absorb η (s + u) + absorb η (s + -u) := fun s _ => by
    unfold absorb
    positivity
  have hi := integrableOn_Ioi_deriv_of_nonneg' hd hp ht
  refine ⟨hi, (integral_Ioi_of_hasDerivAt_of_tendsto' hd hi ht).trans ?_⟩
  change π / 2 + π / 2 - (Real.arctan ((0 + u) / η) + Real.arctan ((0 + -u) / η)) = π
  rw [zero_add, zero_add, neg_div, Real.arctan_neg]
  ring
```

The dispersive kernel is $K_d=(s+u)/D-(s-u)/E$. The two $\log s$ terms cancel at infinity, and the two logarithms agree at $s=0$, so the integral is $0$. For $u\neq0$ the kernel changes sign, and the previous integrability argument does not apply directly. With $R=u^2+\eta^2$, however,

$$K_d+\frac{|u|}{\eta}K_a=\frac{2R(|u|+u)+2s^2(|u|-u)}{DE}\ge0 .$$

This sum is integrable by the same argument, and subtracting the multiple of $K_a$ leaves $K_d$ integrable. In the code, `key` puts the sum over the common denominator and `nlinarith` checks the sign of the numerator.

```lean
/-- The difference of the dispersive profiles centred at `∓u` has integral zero over `s > 0`. -/
theorem disp_integral {η : ℝ} (hη : 0 < η) (u : ℝ) :
    IntegrableOn (fun s => disp η (s + u) - disp η (s + -u)) (Ioi 0) ∧
      ∫ s in Ioi (0 : ℝ), (disp η (s + u) - disp η (s + -u)) = 0 := by
  have hd := fun s (_ : s ∈ Ici (0 : ℝ)) =>
    ((disp_primitive hη u).1 s).fun_sub ((disp_primitive hη (-u)).1 s)
  have ht : Tendsto (fun s => Real.log ((s + u) ^ 2 + η ^ 2) / 2
      - Real.log ((s + -u) ^ 2 + η ^ 2) / 2) atTop (𝓝 (0 - 0)) :=
    ((disp_primitive hη u).2.sub (disp_primitive hη (-u)).2).congr fun s => by ring
  -- adding enough of the absorptive kernel makes the integrand non-negative
  have hp : ∀ s ∈ Ioi (0 : ℝ), 0 ≤ disp η (s + u) - disp η (s + -u)
      + |u| / η * (absorb η (s + u) + absorb η (s + -u)) := fun s _ => by
    unfold disp absorb
    obtain ⟨D, hD⟩ : ∃ D, D = (s + u) ^ 2 + η ^ 2 := ⟨_, rfl⟩
    obtain ⟨E, hE⟩ : ∃ E, E = (s + -u) ^ 2 + η ^ 2 := ⟨_, rfl⟩
    have hD0 : 0 < D := by rw [hD]; positivity
    have hE0 : 0 < E := by rw [hE]; positivity
    rw [← hD, ← hE]
    have key : (s + u) / D - (s + -u) / E + |u| / η * (η / D + η / E)
        = ((s + u) * E - (s + -u) * D + |u| * (D + E)) / (D * E) := by
      have hc : |u| / η * η = |u| := div_mul_cancel₀ _ hη.ne'
      rw [div_sub_div _ _ hD0.ne' hE0.ne', div_add_div _ _ hD0.ne' hE0.ne',
        ← mul_div_assoc, ← add_div]
      congr 1
      linear_combination (D + E) * hc
    rw [key]
    refine div_nonneg ?_ (by positivity)
    have h1 : 0 ≤ |u| + u := by linarith [neg_abs_le u]
    have h2 : 0 ≤ |u| - u := by linarith [le_abs_self u]
    rw [hD, hE]
    nlinarith [mul_nonneg h1 (add_nonneg (sq_nonneg u) (sq_nonneg η)),
      mul_nonneg h2 (sq_nonneg s)]
  have hs := integrableOn_Ioi_deriv_of_nonneg'
    (fun s hs => (hd s hs).fun_add ((((absorb_primitive hη u).1 s).fun_add
      ((absorb_primitive hη (-u)).1 s)).const_mul (|u| / η))) hp
    (ht.add (((absorb_primitive hη u).2.add (absorb_primitive hη (-u)).2).const_mul (|u| / η)))
  have hi : IntegrableOn (fun s => disp η (s + u) - disp η (s + -u)) (Ioi 0) := by
    refine (Integrable.sub hs (Integrable.const_mul (absorb_integral hη u).1
      (|u| / η))).congr (Eventually.of_forall fun s => ?_)
    simp only [Pi.sub_apply]
    ring
  refine ⟨hi, (integral_Ioi_of_hasDerivAt_of_tendsto' hd hi ht).trans ?_⟩
  change (0 : ℝ) - 0 - (Real.log ((0 + u) ^ 2 + η ^ 2) / 2
    - Real.log ((0 + -u) ^ 2 + η ^ 2) / 2) = 0
  rw [show (0 + -u) ^ 2 = (0 + u) ^ 2 by ring]
  ring
```

If a folded integrand equals $aK_d+bK_a$ for all $s>0$, its integral is $a\cdot0+b\cdot\pi=b\pi$.

```lean
/-- If the folded integrand is `a` times the dispersive kernel plus `b` times the absorptive
kernel, the principal value is `b π`. -/
theorem hasPV_of_kernels {η : ℝ} (hη : 0 < η) {f : ℝ → ℝ} {w : ℝ} (u a b : ℝ)
    (h : ∀ s ∈ Ioi (0 : ℝ), (f (w - s) - f (w + s)) / s =
      a * (disp η (s + u) - disp η (s + -u)) + b * (absorb η (s + u) + absorb η (s + -u))) :
    HasPV f w (b * π) := by
  obtain ⟨h1, e1⟩ := disp_integral hη u
  obtain ⟨h2, e2⟩ := absorb_integral hη u
  have i1 := Integrable.const_mul h1 a
  have i2 := Integrable.const_mul h2 b
  have hi : IntegrableOn (fun s => a * (disp η (s + u) - disp η (s + -u))
      + b * (absorb η (s + u) + absorb η (s + -u))) (Ioi 0) := Integrable.add i1 i2
  refine ⟨hi.congr_fun (fun s hs => (h s hs).symm) measurableSet_Ioi,
    (setIntegral_congr_fun measurableSet_Ioi h).trans ?_⟩
  rw [integral_add i1 i2, integral_const_mul, integral_const_mul, e1, e2]
  ring
```

## One level

Let the level sit at $\varepsilon$ and set $u=w-\varepsilon$. Since $D-E=4su$, the normalised Lorentzian folds to

$$\frac{\eta}{\pi s}\left(\frac1E-\frac1D\right)=\frac{4\eta u}{\pi DE}=\frac{\eta}{\pi R}K_d+\frac{u}{\pi R}K_a .$$

The last equality uses $K_d=2u(R-s^2)/(DE)$ and $K_a=2\eta(R+s^2)/(DE)$. The principal value is $\pi\cdot\frac{u}{\pi R}=\frac{u}{R}$, that is, $(w-\varepsilon)/((w-\varepsilon)^2+\eta^2)$. In Lean, `field_simp` clears the denominators and `ring` verifies the polynomial identity.

```lean
/-- The principal-value transform of a normalised Lorentzian at `ε` is the dispersive profile
`(w - ε) / ((w - ε)² + η²)`. -/
theorem lorentzian_hasPV {η : ℝ} (hη : 0 < η) (ε w : ℝ) :
    HasPV (fun x => (η / π) / ((x - ε) ^ 2 + η ^ 2)) w
      ((w - ε) / ((w - ε) ^ 2 + η ^ 2)) := by
  have hπ := Real.pi_ne_zero
  rw [← div_mul_cancel₀ ((w - ε) / ((w - ε) ^ 2 + η ^ 2)) hπ]
  refine hasPV_of_kernels hη (w - ε) (η / ((w - ε) ^ 2 + η ^ 2) / π) _ fun s hs => ?_
  have hs0 : s ≠ 0 := ne_of_gt hs
  obtain ⟨D, hD⟩ : ∃ D, D = (s + (w - ε)) ^ 2 + η ^ 2 := ⟨_, rfl⟩
  obtain ⟨E, hE⟩ : ∃ E, E = (s + -(w - ε)) ^ 2 + η ^ 2 := ⟨_, rfl⟩
  obtain ⟨R, hR⟩ : ∃ R, R = (w - ε) ^ 2 + η ^ 2 := ⟨_, rfl⟩
  have hD0 : D ≠ 0 := by rw [hD]; positivity
  have hE0 : E ≠ 0 := by rw [hE]; positivity
  have hR0 : R ≠ 0 := by rw [hR]; positivity
  simp only [disp, absorb]
  rw [show (w - s - ε) ^ 2 + η ^ 2 = E by rw [hE]; ring,
    show (w + s - ε) ^ 2 + η ^ 2 = D by rw [hD]; ring, ← hD, ← hE, ← hR]
  field_simp
  rw [hD, hE, hR]
  ring
```

The hypothesis $\eta>0$ places the evaluation point above the real axis, as for a retarded Green's function. With $\eta=-1$, $\varepsilon=0$ and $w=1$ the statement is false: the Lorentzian changes sign, so the integral is $-\frac12$, while the formula still gives $+\frac12$.

The dispersive profile centred at $\varepsilon$ folds in the same way:

$$\frac1s\left(\frac{u-s}{E}-\frac{u+s}{D}\right)=\frac{2(u^2-\eta^2-s^2)}{DE}=\frac uR K_d-\frac{\eta}{R}K_a ,$$

which gives the principal value $-\pi\eta/R$.

```lean
/-- The principal-value transform of the dispersive profile at `ε` is `-π` times the
absorptive profile. -/
theorem dispersive_hasPV {η : ℝ} (hη : 0 < η) (ε w : ℝ) :
    HasPV (fun x => disp η (x - ε)) w (-absorb η (w - ε) * π) := by
  refine hasPV_of_kernels hη (w - ε) (disp η (w - ε)) _ fun s hs => ?_
  have hs0 : s ≠ 0 := ne_of_gt hs
  obtain ⟨D, hD⟩ : ∃ D, D = (s + (w - ε)) ^ 2 + η ^ 2 := ⟨_, rfl⟩
  obtain ⟨E, hE⟩ : ∃ E, E = (s + -(w - ε)) ^ 2 + η ^ 2 := ⟨_, rfl⟩
  obtain ⟨R, hR⟩ : ∃ R, R = (w - ε) ^ 2 + η ^ 2 := ⟨_, rfl⟩
  have hD0 : D ≠ 0 := by rw [hD]; positivity
  have hE0 : E ≠ 0 := by rw [hE]; positivity
  have hR0 : R ≠ 0 := by rw [hR]; positivity
  simp only [disp, absorb]
  rw [show (w - s - ε) ^ 2 + η ^ 2 = E by rw [hE]; ring,
    show (w + s - ε) ^ 2 + η ^ 2 = D by rw [hD]; ring, ← hD, ← hE, ← hR]
  field_simp
  rw [hD, hE, hR]
  ring
```

## From one level to the Lehmann sum

Folding is linear in $f$. For a finite sum of functions $f_k$ with real coefficients $c_k$ and principal values $v_k$, each folded term is integrable, so sum and integral may be exchanged and the result is $\sum_k c_kv_k$.

```lean
variable {ι : Type*} [Fintype ι]

/-- Principal values add up over a finite weighted sum of functions. -/
theorem hasPV_sum {w : ℝ} (c : ι → ℝ) {f : ι → ℝ → ℝ} {v : ι → ℝ}
    (h : ∀ k, HasPV (f k) w (v k)) :
    HasPV (fun x => ∑ k, c k * f k x) w (∑ k, c k * v k) := by
  have he : ∀ s, (∑ k, c k * f k (w - s) - ∑ k, c k * f k (w + s)) / s
      = ∑ k, c k * ((f k (w - s) - f k (w + s)) / s) := fun s => by
    rw [← Finset.sum_sub_distrib, Finset.sum_div]
    exact Finset.sum_congr rfl fun k _ => by ring
  have hi := fun k (_ : k ∈ Finset.univ) => Integrable.const_mul (h k).1 (c k)
  simp only [HasPV, he]
  refine ⟨MeasureTheory.integrable_finsetSum _ hi, ?_⟩
  rw [MeasureTheory.integral_finsetSum _ hi]
  exact Finset.sum_congr rfl fun k _ => by rw [integral_const_mul, (h k).2]
```

Each term of the Green's function splits as

$$\frac{1}{x-e_k+i\eta}=\frac{x-e_k}{(x-e_k)^2+\eta^2}-i\,\frac{\eta}{(x-e_k)^2+\eta^2}.$$

In particular, the single-level value $u/R$ is the real part of $1/(w-\varepsilon+i\eta)$.

```lean
/-- On the line `x + iη` the real part of `G` is a weighted sum of dispersive profiles, and the
imaginary part is minus the sum of absorptive ones with the same weights. -/
theorem greens_parts (a e : ι → ℝ) (η x : ℝ) :
    (greens a e (x + η * Complex.I)).re = ∑ k, a k * disp η (x - e k) ∧
      (greens a e (x + η * Complex.I)).im = ∑ k, a k * -absorb η (x - e k) := by
  constructor
  · rw [greens, Complex.re_sum]
    refine Finset.sum_congr rfl fun k _ => ?_
    rw [Complex.re_ofReal_mul]
    simp [disp, Complex.inv_re, Complex.normSq_apply, sq]
  · rw [greens, Complex.im_sum]
    refine Finset.sum_congr rfl fun k _ => ?_
    rw [Complex.im_ofReal_mul]
    simp [absorb, Complex.inv_im, Complex.normSq_apply, sq, neg_div]
```

Hence $A(x)=\sum_k a_k\,\frac{\eta/\pi}{(x-e_k)^2+\eta^2}$, a weighted sum of Lorentzians. Applying the single-level result to each term gives

$$\mathrm{P}\!\int\frac{A(x)}{w-x}\,dx=\sum_k a_k\frac{w-e_k}{(w-e_k)^2+\eta^2}=\mathrm{Re}\,G(w+i\eta),$$

where $\mathrm P$ denotes the principal value in the folded sense.

```lean
/-- Kramers-Kronig relation: the principal-value transform of the broadened spectral function
is the real part of the Green's function at `w + iη`. -/
theorem kramers_kronig_re (a e : ι → ℝ) {η : ℝ} (hη : 0 < η) (w : ℝ) :
    HasPV (spectral a e η) w (greens a e (w + η * Complex.I)).re := by
  have hA : spectral a e η = fun x => ∑ k, a k * ((η / π) / ((x - e k) ^ 2 + η ^ 2)) := by
    funext x
    rw [spectral, (greens_parts a e η x).2, Finset.mul_sum]
    refine Finset.sum_congr rfl fun k _ => ?_
    rw [absorb]
    ring
  rw [hA, (greens_parts a e η w).1]
  exact hasPV_sum a fun k => lorentzian_hasPV hη (e k) w
```

In the other direction, the real part is a weighted sum of dispersive profiles, and

$$\mathrm{P}\!\int\frac{\mathrm{Re}\,G(x+i\eta)}{w-x}\,dx=-\pi\sum_k a_k\frac{\eta}{(w-e_k)^2+\eta^2}=\pi\,\mathrm{Im}\,G(w+i\eta).$$

```lean
/-- Converse Kramers-Kronig relation: the principal-value transform of the real part of the
Green's function is `π` times its imaginary part at `w + iη`. -/
theorem kramers_kronig_im (a e : ι → ℝ) {η : ℝ} (hη : 0 < η) (w : ℝ) :
    HasPV (fun x => (greens a e (x + η * Complex.I)).re) w
      (π * (greens a e (w + η * Complex.I)).im) := by
  have hv : π * (greens a e (w + η * Complex.I)).im
      = ∑ k, a k * (-absorb η (w - e k) * π) := by
    rw [(greens_parts a e η w).2, Finset.mul_sum]
    exact Finset.sum_congr rfl fun k _ => by ring
  rw [hv, funext fun x : ℝ => (greens_parts a e η x).1]
  exact hasPV_sum a fun k => dispersive_hasPV hη (e k) w

end

end KramersKronigLehmann
```

Both relations are obtained by explicit integration for finitely many simple poles on the real axis. They do not treat a general function analytic in the upper half-plane, a continuous spectrum or level-dependent broadening. For a spectrum computed from finitely many levels with one common Lorentzian width, the first relation shows that the transform returns the real part of $G$ at $w+i\eta$, with the same broadening as the spectrum. In general this differs from the unbroadened value at $w$.

```lean
#print axioms KramersKronigLehmann.kramers_kronig_re
-- 'KramersKronigLehmann.kramers_kronig_re' depends on axioms: [propext, Classical.choice, Quot.sound]
#print axioms KramersKronigLehmann.kramers_kronig_im
-- 'KramersKronigLehmann.kramers_kronig_im' depends on axioms: [propext, Classical.choice, Quot.sound]
```
